# Time-reversal symmetry and Kramers pairs of the propagator $P(-iH)P(iH)^{-1}$

A real-time propagation can be checked by an echo: take $k$ steps, time-reverse the state, take $k$ more steps, and compare the outcome with the time-reversed initial state. If the Hamiltonian is a fixed, finite Hermitian matrix with time-reversal symmetry, Crank–Nicolson stepping passes this check at any step size, apart from rounding and the error of the linear solver. The same holds for every propagator $P(-iH)P(iH)^{-1}$ with a real polynomial $P$ and an invertible denominator, which includes the diagonal Padé approximants of the exponential. If time reversal squares to $-1$, as for an odd number of electrons, the discrete propagator also keeps the Kramers degeneracy.

## The propagator and the time-reversal operation

Let $H$ be a Hermitian matrix in an orthonormal basis, with the time step and $1/\hbar$ absorbed into it. The basis states are labelled by a finite type `n`, which is not the number of steps.

```lean
import Mathlib

open scoped Matrix Polynomial ComplexOrder
open Polynomial (aeval X)

noncomputable section

namespace TimeReversalRationalPropagator

variable {n : Type*} [Fintype n] [DecidableEq n]
```

Time reversal involves the entrywise conjugate $\overline A$ of a matrix. Conjugation respects sums, products and real multiples, so $\overline{AB}=\overline A\,\overline B$ and $\overline{rA}=r\overline A$ for real $r$. The type of `conjMat` records these rules.

```lean
/-- Entrywise complex conjugation of a matrix, as a map that respects sums, products and
real multiples. -/
def conjMat : Matrix n n ℂ →ₐ[ℝ] Matrix n n ℂ :=
  Complex.conjAe.toAlgHom.mapMatrix
```

One time step is
$$W=P(-iH)\,P(iH)^{-1}.$$
Crank–Nicolson is the case $P(z)=1+z/2$. In Lean, `aeval A P` is the matrix $P(A)$. The theorems assume that $P(iH)$ is invertible, which means that the linear system solved in each step has a unique solution. For Crank–Nicolson this always holds, since $1+i\lambda/2\neq0$ for real $\lambda$.

```lean
/-- The matrix `W = P(-iH) P(iH)⁻¹`, meant as the propagator for one time step when `H` is Hermitian
and `P(iH)` is invertible. For singular `P(iH)`, Lean's inverse is zero, and so is `W`. -/
def propagator (P : ℝ[X]) (H : Matrix n n ℂ) : Matrix n n ℂ :=
  aeval ((-Complex.I) • H) P * (aeval (Complex.I • H) P)⁻¹
```

Time reversal acts on states by $\Theta\psi=U\overline\psi$. The letter $U$ denotes this matrix, not the evolution operator, which is $W$. For a spin one half, $U=i\sigma_y$ up to a phase. On vectors, `star` is entrywise conjugation.

```lean
/-- The time-reversal operation `Θψ = U conj(ψ)` on state vectors. -/
def timeReversal (U : Matrix n n ℂ) (ψ : n → ℂ) : n → ℂ :=
  U *ᵥ star ψ

/-- The entries of the conjugated matrix are the conjugated entries. -/
theorem conjMat_apply (A : Matrix n n ℂ) (i j : n) : conjMat A i j = star (A i j) := rfl
```

## Polynomials in $H$ under time reversal and the adjoint

Suppose $UA=BU$. Moving $U$ through one factor at a time gives $UA^m=B^mU$. Multiplying by the coefficients $p_m$ of $P$ and summing gives $U\,P(A)=P(B)\,U$. The Lean proof treats sums and monomials separately.

```lean
/-- If `U` intertwines two matrices, it intertwines every real polynomial in them. -/
theorem intertwine_aeval (P : ℝ[X]) {U A B : Matrix n n ℂ} (h : U * A = B * U) :
    U * aeval A P = aeval B P * U := by
  refine Polynomial.induction_on' P ?_ ?_
  · intro p q hp hq
    simp only [map_add, mul_add, add_mul, hp, hq]
  · intro k r
    have hk : U * A ^ k = B ^ k * U := SemiconjBy.pow_right h k
    simp only [Polynomial.aeval_monomial, ← Algebra.smul_def, mul_smul_comm,
      smul_mul_assoc, hk]
```

Since $H^\dagger=H$ and the $p_m$ are real,
$$P(cH)^\dagger=\sum_m p_m(\bar c H)^m=P(\bar cH).$$
Lean writes the adjoint as a superscript `ᴴ`, which has nothing to do with the Hamiltonian.

```lean
/-- For Hermitian `H` and a real polynomial `P`, the adjoint of `P(cH)` is `P(conj(c) H)`. -/
theorem adjoint_aeval (P : ℝ[X]) {H : Matrix n n ℂ} (hH : H.IsHermitian) (c : ℂ) :
    (aeval (c • H) P)ᴴ = aeval (star c • H) P := by
  have hc : (c • H)ᴴ = star c • H := by rw [Matrix.conjTranspose_smul, hH.eq]
  rw [← hc]
  refine Polynomial.induction_on' P ?_ ?_
  · intro p q hp hq
    simp only [map_add, Matrix.conjTranspose_add, hp, hq]
  · intro k r
    simp only [Polynomial.aeval_monomial, ← Algebra.smul_def, Matrix.conjTranspose_smul,
      Matrix.conjTranspose_pow, star_trivial]
```

The symmetry of the Hamiltonian, $\Theta H=H\Theta$, reads $U\overline H=HU$ in matrix form. Then $U\,\overline{cH}=\bar c\,HU$. Because $P$ is real, $\overline{P(cH)}=P(\overline{cH})$, and the intertwining rule gives
$$U\,\overline{P(cH)}=P(\bar cH)\,U.$$

```lean
/-- If `H` is time-reversal symmetric, `U conj(H) = H U`, then time reversal turns `P(cH)` into
`P(conj(c) H)` for every real polynomial `P`. -/
theorem reversal_aeval (P : ℝ[X]) {U H : Matrix n n ℂ} (hT : U * conjMat H = H * U) (c : ℂ) :
    U * conjMat (aeval (c • H) P) = aeval (star c • H) P * U := by
  have hc : conjMat (c • H) = star c • conjMat H := by
    ext i j
    simp only [conjMat_apply, Matrix.smul_apply, smul_eq_mul, star_mul']
  rw [← Polynomial.aeval_algHom_apply]
  apply intertwine_aeval
  rw [hc, mul_smul_comm, hT, smul_mul_assoc]
```

## Time reversal turns $W$ into its adjoint

Write $D=P(iH)$ and $N=P(-iH)$, so that $W=ND^{-1}$. With $c=\pm i$, the two preceding results become
$$D^\dagger=N,\quad N^\dagger=D,\quad U\overline D=NU,\quad U\overline N=DU.$$
The first relation shows that $N$ is invertible, with $N^{-1}=(D^{-1})^\dagger$. Multiplying the third by $N^{-1}$ on the left and by $\overline D^{\,-1}$ on the right gives $U\,\overline{D^{-1}}=N^{-1}U$. Hence
$$U\overline W=U\,\overline N\,\overline{D^{-1}}=DU\,\overline{D^{-1}}=DN^{-1}U.$$
Polynomials in $H$ commute, so $W^\dagger=N^{-1}D=DN^{-1}$, and therefore
$$U\overline W=W^\dagger U,\qquad W\,U\overline W=ND^{-1}DN^{-1}U=U.$$
The first identity says $\Theta W=W^\dagger\Theta$. Neither needs $U$ to be unitary.

In the proof, `E` stands for $D^{-1}$ and `Eᴴ` for $N^{-1}$. The steps `hFD`, `hE` and `key` are the commutation, the reversal of the inverse and the formula for $U\overline W$.

```lean
/-- Time-reversal covariance: for Hermitian `H` with `U conj(H) = H U` and `P(iH)` invertible,
the propagator obeys `U conj(W) = W† U` and `W U conj(W) = U`. -/
theorem propagator_time_reversal (P : ℝ[X]) {U H : Matrix n n ℂ} (hH : H.IsHermitian)
    (hP : IsUnit (aeval (Complex.I • H) P)) (hT : U * conjMat H = H * U) :
    U * conjMat (propagator P H) = (propagator P H)ᴴ * U ∧
      propagator P H * (U * conjMat (propagator P H)) = U := by
  have hs : star Complex.I = -Complex.I := Complex.conj_I
  have hs' : star (-Complex.I) = Complex.I := by rw [star_neg, hs, neg_neg]
  -- time reversal and the adjoint both exchange numerator and denominator
  have hD := reversal_aeval P hT Complex.I
  have hN := reversal_aeval P hT (-Complex.I)
  have aD := adjoint_aeval P hH Complex.I
  have aN := adjoint_aeval P hH (-Complex.I)
  rw [hs] at hD aD
  rw [hs'] at hN aN
  -- numerator and denominator commute
  have h1 := intertwine_aeval P (U := (-Complex.I) • H) (A := Complex.I • H)
    (B := Complex.I • H) (by rw [neg_smul, neg_mul, mul_neg])
  have hDN := intertwine_aeval P h1.symm
  have hDE := Matrix.mul_nonsing_inv _ ((Matrix.isUnit_iff_isUnit_det _).mp hP)
  unfold propagator
  generalize aeval (Complex.I • H) P = D at *
  generalize aeval ((-Complex.I) • H) P = N at *
  generalize D⁻¹ = E at *
  have hED : E * D = 1 := mul_eq_one_comm.mp hDE
  have hFN : Eᴴ * N = 1 := by
    rw [← aD, ← Matrix.conjTranspose_mul, hDE, Matrix.conjTranspose_one]
  have hNF : N * Eᴴ = 1 := mul_eq_one_comm.mp hFN
  have hFD : Eᴴ * D = D * Eᴴ := by
    calc Eᴴ * D = Eᴴ * (D * N) * Eᴴ := by simp only [mul_assoc, hNF, mul_one]
      _ = (Eᴴ * N) * D * Eᴴ := by rw [hDN]; simp only [mul_assoc]
      _ = D * Eᴴ := by rw [hFN, one_mul]
  have hE : U * conjMat E = Eᴴ * U := by
    calc U * conjMat E = (Eᴴ * N) * (U * conjMat E) := by rw [hFN, one_mul]
      _ = Eᴴ * (N * U) * conjMat E := by simp only [mul_assoc]
      _ = Eᴴ * U * conjMat (D * E) := by rw [← hD, map_mul]; simp only [mul_assoc]
      _ = Eᴴ * U := by rw [hDE, map_one, mul_one]
  have key : U * conjMat (N * E) = D * Eᴴ * U := by
    rw [map_mul, ← mul_assoc, hN, mul_assoc, hE, mul_assoc]
  constructor
  · rw [key, Matrix.conjTranspose_mul, aN, hFD]
  · calc N * E * (U * conjMat (N * E)) = N * (E * D) * Eᴴ * U := by
          rw [key]; simp only [mul_assoc]
      _ = U := by rw [hED, mul_one, hNF, one_mul]
```

## The echo after $k$ steps

The innermost pair of steps cancels:
$$W^{k+1}U\,\overline{W^{k+1}}=W^k\,(WU\overline W)\,\overline{W^k}=W^kU\,\overline{W^k}.$$
By induction from $k=0$, this equals $U$. Acting on $\overline\psi$ gives
$$W^k\,\Theta(W^k\psi)=\Theta\psi.$$
The identity concerns reversibility. It does not measure how closely $W$ approximates $e^{-iH}$.

```lean
/-- Time-reversal echo: for Hermitian `H` with `U conj(H) = H U` and `P(iH)` invertible,
`k` steps, a time reversal and `k` further steps give the time-reversed initial state. -/
theorem time_reversal_echo (P : ℝ[X]) {U H : Matrix n n ℂ} (hH : H.IsHermitian)
    (hP : IsUnit (aeval (Complex.I • H) P)) (hT : U * conjMat H = H * U)
    (k : ℕ) (ψ : n → ℂ) :
    propagator P H ^ k *ᵥ timeReversal U (propagator P H ^ k *ᵥ ψ) = timeReversal U ψ := by
  have h2 := (propagator_time_reversal P hH hP hT).2
  generalize propagator P H = W at *
  -- the innermost pair of steps cancels, one pair at a time
  have hm : W ^ k * (U * conjMat (W ^ k)) = U := by
    induction k with
    | zero => simp only [pow_zero, map_one, mul_one, one_mul]
    | succ k ih =>
      calc W ^ (k + 1) * (U * conjMat (W ^ (k + 1)))
          = (W ^ k * W) * (U * conjMat (W * W ^ k)) := by rw [← pow_succ, ← pow_succ']
        _ = W ^ k * ((W * (U * conjMat W)) * conjMat (W ^ k)) := by
          simp only [map_mul, mul_assoc]
        _ = U := by rw [h2, ih]
  have hstar : star (W ^ k *ᵥ ψ) = conjMat (W ^ k) *ᵥ star ψ := by
    ext i
    simp only [Pi.star_apply, Matrix.mulVec, dotProduct, star_sum, star_mul', conjMat_apply]
  unfold timeReversal
  rw [hstar, Matrix.mulVec_mulVec, Matrix.mulVec_mulVec, mul_assoc, hm]
```

## A state is orthogonal to its Kramers partner

Now let $U$ be unitary with $U\overline U=-1$. Since $\Theta^2\psi=U\overline U\psi$, this is the condition $\Theta^2=-1$. Multiplying by $U^\dagger$ gives $\overline U=-U^\dagger$, and conjugation gives $U=-U^T$. A scalar equals its transpose, so
$$\langle v|\Theta v\rangle=\overline v^{\,T}U\overline v=\overline v^{\,T}U^T\overline v=-\langle v|\Theta v\rangle=0.$$

```lean
/-- If `U` is unitary and `U conj(U) = -1`, every state is orthogonal to its time-reversed
partner. -/
theorem kramers_orthogonal {U : Matrix n n ℂ} (hU : Uᴴ * U = 1) (hK : U * conjMat U = -1)
    (v : n → ℂ) : star v ⬝ᵥ timeReversal U v = 0 := by
  have h : conjMat U = -Uᴴ := by
    calc conjMat U = Uᴴ * (U * conjMat U) := by rw [← mul_assoc, hU, one_mul]
      _ = -Uᴴ := by rw [hK, mul_neg, mul_one]
  -- the matrix `U` is antisymmetric
  have hanti : Uᵀ = -U := by
    ext i j
    have h2 : star (U i j) = -star (U j i) := congrFun (congrFun h i) j
    have h3 := congrArg star h2
    rw [star_neg, star_star, star_star] at h3
    change U j i = -U i j
    rw [h3, neg_neg]
  have h4 : star v ⬝ᵥ U *ᵥ star v = -(star v ⬝ᵥ U *ᵥ star v) := by
    calc star v ⬝ᵥ U *ᵥ star v = (Uᵀ *ᵥ star v) ⬝ᵥ star v := by
          rw [Matrix.dotProduct_mulVec, Matrix.mulVec_transpose]
      _ = -(star v ⬝ᵥ U *ᵥ star v) := by
          rw [hanti, Matrix.neg_mulVec, neg_dotProduct, dotProduct_comm]
  unfold timeReversal
  linear_combination h4 / 2
```

## Kramers degeneracy of the discrete propagator

Let $Wv=\mu v$ with $v\neq0$. Since $\Theta(\mu v)=\bar\mu\,\Theta v$, the echo with $k=1$ reads
$$\bar\mu\,W\Theta v=\Theta v.$$
The identities for $W$ give $WW^\dagger U=U$, hence $WW^\dagger=1$ because $U$ is unitary. Norm conservation then yields $|\mu|^2=1$, and multiplying the displayed equation by $\mu$ gives $W\Theta v=\mu\,\Theta v$. The partner is nonzero because $U^\dagger\Theta v=\overline v$. Each eigenvalue of $W$ therefore belongs to at least two orthogonal states. The vector $v$ need not be normalised; if it is, so is $\Theta v$.

For spin–orbit calculations in a fixed finite basis, this means that the time stepping itself does not split Kramers pairs. The result requires a Hamiltonian matrix that is constant in time and symmetric under time reversal; a mean field that changes during the propagation does not fit this form.

```lean
/-- Kramers degeneracy of the propagator: let `H` be Hermitian with `U conj(H) = H U`, `P(iH)`
invertible, `U` unitary and `U conj(U) = -1`. Then the time-reversed partner of an eigenvector
of `W` is nonzero, has the same eigenvalue and is orthogonal to it. -/
theorem propagator_kramers (P : ℝ[X]) {U H : Matrix n n ℂ} (hH : H.IsHermitian)
    (hP : IsUnit (aeval (Complex.I • H) P)) (hT : U * conjMat H = H * U)
    (hU : Uᴴ * U = 1) (hK : U * conjMat U = -1) {v : n → ℂ} {μ : ℂ} (hv0 : v ≠ 0)
    (hv : propagator P H *ᵥ v = μ • v) :
    timeReversal U v ≠ 0 ∧
      propagator P H *ᵥ timeReversal U v = μ • timeReversal U v ∧
      star v ⬝ᵥ timeReversal U v = 0 := by
  obtain ⟨h1, h2⟩ := propagator_time_reversal P hH hP hT
  have he := time_reversal_echo P hH hP hT 1 v
  have hsm : timeReversal U (μ • v) = star μ • timeReversal U v := by
    simp only [timeReversal, star_smul, Matrix.mulVec_smul]
  rw [pow_one, hv, hsm, Matrix.mulVec_smul] at he
  rw [h1] at h2
  generalize propagator P H = W at *
  have hUU : U * Uᴴ = 1 := mul_eq_one_comm.mp hU
  have hWW : W * Wᴴ = 1 := by
    calc W * Wᴴ = W * (Wᴴ * U) * Uᴴ := by simp only [mul_assoc, hUU, mul_one]
      _ = 1 := by rw [h2, hUU]
  -- norm conservation puts the eigenvalue on the unit circle
  have hn : star (W *ᵥ v) ⬝ᵥ (W *ᵥ v) = star v ⬝ᵥ v := by
    rw [Matrix.star_mulVec, ← Matrix.dotProduct_mulVec, Matrix.mulVec_mulVec,
      mul_eq_one_comm.mp hWW, Matrix.one_mulVec]
  rw [hv, star_smul, smul_dotProduct, dotProduct_smul, smul_eq_mul, smul_eq_mul] at hn
  have hs : star v ⬝ᵥ v ≠ 0 := fun h =>
    hv0 (dotProduct_star_self_eq_zero.mp h)
  have hμ : μ * star μ = 1 := mul_right_cancel₀ hs (by linear_combination hn)
  refine ⟨fun h0 => hv0 ?_, ?_, kramers_orthogonal hU hK v⟩
  · have h3 : star v = 0 := by
      calc star v = Uᴴ *ᵥ timeReversal U v := by
            rw [timeReversal, Matrix.mulVec_mulVec, hU, Matrix.one_mulVec]
        _ = 0 := by rw [h0, Matrix.mulVec_zero]
    exact star_eq_zero.mp h3
  · calc W *ᵥ timeReversal U v = (μ * star μ) • (W *ᵥ timeReversal U v) := by
          rw [hμ, one_smul]
      _ = μ • timeReversal U v := by rw [← smul_smul, he]
```

## Two orbitals with spin–orbit coupling

An example with four basis states satisfies all the conditions on $H$, $U$ and $P$. Take $H=\tau_y\otimes\sigma_z$, where $\tau_y$ acts on two real orbitals such as $p_x,p_y$ and $\sigma_z$ on the spin. The coupling multiplied by the time step and divided by $\hbar$ is set to one.

```lean
/-- The spin-orbit Hamiltonian `τ_y ⊗ σ_z` of two orbitals with spin one half. -/
def spinOrbit : Matrix (Fin 4) (Fin 4) ℂ :=
  !![0, 0, -Complex.I, 0; 0, 0, 0, Complex.I; Complex.I, 0, 0, 0; 0, -Complex.I, 0, 0]
```

The time-reversal matrix is $U=1\otimes i\sigma_y$.

```lean
/-- The spin-flip matrix `1 ⊗ iσ_y` on two orbitals with spin one half. -/
def spinFlip : Matrix (Fin 4) (Fin 4) ℂ :=
  !![0, 1, 0, 0; -1, 0, 0, 0; 0, 0, 0, 1; 0, 0, -1, 0]
```

Here $\overline H=-H$, and $i\sigma_y$ anticommutes with $\sigma_z$, so $U\overline H=-UH=HU$. The matrix $U$ is real with $U^\dagger U=1$ and $U^2=-1$. For the Crank–Nicolson denominator, $H^2=1$ gives
$$\left(1+\tfrac i2H\right)\left(1-\tfrac i2H\right)=1+\tfrac14H^2=\tfrac54,$$
so its inverse is $\tfrac45\left(1-\tfrac i2H\right)$. Lean checks the matrix identities entry by entry and uses this explicit inverse.

```lean
/-- The spin-orbit Hamiltonian, the spin flip and the Crank-Nicolson polynomial `1 + z/2` meet
all conditions on `H`, `U` and `P` in the Kramers theorem for propagators. -/
theorem propagator_kramers_witness :
    spinOrbit.IsHermitian ∧
      IsUnit (aeval (Complex.I • spinOrbit) (1 + (1 / 2 : ℝ) • X : ℝ[X])) ∧
      spinFlip * conjMat spinOrbit = spinOrbit * spinFlip ∧
      spinFlipᴴ * spinFlip = 1 ∧ spinFlip * conjMat spinFlip = -1 := by
  refine ⟨?_, ?_, ?_, ?_, ?_⟩
  · apply Matrix.IsHermitian.ext
    intro i j
    fin_cases i <;> fin_cases j <;> simp [spinOrbit]
  · have hHH : spinOrbit * spinOrbit = 1 := by
      ext i j
      fin_cases i <;> fin_cases j <;> simp [spinOrbit, Matrix.mul_apply, Fin.sum_univ_four]
    have ha : aeval (Complex.I • spinOrbit) (1 + (1 / 2 : ℝ) • X : ℝ[X])
        = 1 + (Complex.I / 2) • spinOrbit := by
      rw [map_add, map_one, map_smul, Polynomial.aeval_X]
      congr 1
      ext i j
      simp only [Matrix.smul_apply, Complex.real_smul, smul_eq_mul]
      push_cast
      ring
    have hc : Complex.I / 2 * (Complex.I / 2) = -(1 / 4) := by
      linear_combination (1 / 4) * Complex.I_mul_I
    -- the inverse is explicit because the Hamiltonian squares to one
    have hinv : (1 + (Complex.I / 2) • spinOrbit) *
        ((4 / 5 : ℂ) • (1 - (Complex.I / 2) • spinOrbit)) = 1 := by
      rw [mul_smul_comm, add_mul, one_mul, mul_sub, mul_one, smul_mul_smul_comm, hHH, hc]
      module
    rw [ha]
    exact ⟨⟨_, _, hinv, mul_eq_one_comm.mp hinv⟩, rfl⟩
  · ext i j
    fin_cases i <;> fin_cases j <;>
      simp [spinOrbit, spinFlip, conjMat_apply, Matrix.mul_apply, Fin.sum_univ_four]
  · ext i j
    fin_cases i <;> fin_cases j <;>
      simp [spinFlip, Matrix.mul_apply, Fin.sum_univ_four]
  · ext i j
    fin_cases i <;> fin_cases j <;>
      simp [spinFlip, conjMat_apply, Matrix.mul_apply, Fin.sum_univ_four]

end TimeReversalRationalPropagator
```

```lean
#print axioms TimeReversalRationalPropagator.propagator_time_reversal
#print axioms TimeReversalRationalPropagator.propagator_kramers
```

```
'TimeReversalRationalPropagator.propagator_time_reversal' depends on axioms: [propext, Classical.choice, Quot.sound]
'TimeReversalRationalPropagator.propagator_kramers' depends on axioms: [propext, Classical.choice, Quot.sound]
```
